# Thermal contraction of a finite Boltzmann mixture requires a higher-energy configuration of smaller volume

Most solids expand when heated. Invar alloys hardly do so near room temperature, and some materials contract. One family of models attributes this to thermal population: the material can adopt several configurations, for instance different arrangements of magnetic moments, each with its own energy and volume. Heating shifts population towards the higher energies, and if the configurations found there are smaller, the mean volume is pulled down against the ordinary vibrational expansion. How must the energies and volumes be related for this configurational part to be negative?

For finitely many configurations with fixed energies and volumes at zero pressure, the temperature derivative of the mean volume is the covariance of energy and volume divided by $k_BT^2$, where $k_B$ is Boltzmann's constant. It can be negative only if some configuration has higher energy and smaller volume than another. With two configurations of unequal energy this condition is also sufficient; with three it is not.

## Weights and thermal means

Let the configurations be labelled by $i$ in a finite set, the type `ι` in the code.

In Lean 4 with Mathlib:

```lean
import Mathlib

open Finset

namespace ConfigurationalThermalExpansion

noncomputable section

variable {ι : Type*} [Fintype ι]
```

Configuration $i$ has energy $E_i$, volume $V_i$ and degeneracy $g_i$, the number of microstates that share this energy and volume. In units with $k_B = 1$ its Boltzmann weight at temperature $T$ is

$$w_i(T) = g_i\, e^{-E_i/T}.$$

```lean
/-- Boltzmann weight of configuration `i` with degeneracy `g i` and energy `E i` at
temperature `T ≠ 0`, in units where Boltzmann's constant is one. -/
def weight (g E : ι → ℝ) (T : ℝ) (i : ι) : ℝ := g i * Real.exp (-E i / T)
```

The functions `g` and `E` take real values, so $g_i$ need not be an integer; the theorems on thermal means ask only that it be positive. Neither function depends on temperature. Vibrations within a configuration, which would replace $E_i$ by a temperature-dependent free energy, are therefore left out. At constant pressure $P$, `E i` is to be read as the enthalpy $E_i + PV_i$, which is the energy itself at zero pressure.

The partition function is the sum of the weights,

$$Z(T) = \sum_i w_i(T).$$

```lean
/-- Partition function at temperature `T ≠ 0`: the sum of all Boltzmann weights. -/
def partition (g E : ι → ℝ) (T : ℝ) : ℝ := ∑ i, weight g E T i
```

A quantity $A$ with value $A_i$ in configuration $i$ has the thermal mean

$$\langle A\rangle = \frac{1}{Z}\sum_i w_i A_i = \sum_i p_i A_i, \qquad p_i = \frac{w_i}{Z}.$$

The code works with the unnormalised $w_i$ and divides by $Z$; the populations $p_i$ add up to one.

```lean
/-- Thermal mean of a configurational quantity `A` at temperature `T ≠ 0`, for a nonzero
partition function. -/
def mean (g E A : ι → ℝ) (T : ℝ) : ℝ := (∑ i, weight g E T i * A i) / partition g E T
```

This division needs $Z \neq 0$. Every exponential is positive, so with positive degeneracies and at least one configuration $Z$ is a nonempty sum of positive terms.

```lean
/-- With positive degeneracies and at least one configuration, the partition function is
positive. -/
theorem partition_pos [Nonempty ι] {g : ι → ℝ} (hg : ∀ i, 0 < g i) (E : ι → ℝ) (T : ℝ) :
    0 < partition g E T :=
  Finset.sum_pos (fun i _ => mul_pos (hg i) (Real.exp_pos _)) Finset.univ_nonempty
```

## The derivative as a covariance

The exponent $-E_i/T$ has derivative $E_i/T^2$, and the chain rule gives

$$\frac{dw_i}{dT} = w_i\,\frac{E_i}{T^2}.$$

```lean
omit [Fintype ι] in
/-- At `T > 0` the Boltzmann weight of a configuration changes with temperature at the rate
weight times `E i / T ^ 2`. -/
theorem hasDerivAt_weight (g E : ι → ℝ) {T : ℝ} (hT : 0 < T) (i : ι) :
    HasDerivAt (fun t => weight g E t i) (weight g E T i * (E i / T ^ 2)) T := by
  have h : HasDerivAt (fun t : ℝ => -E i / t) (E i / T ^ 2) T := by
    have h0 := (hasDerivAt_const T (-E i)).fun_div (hasDerivAt_id' T) hT.ne'
    exact h0.congr_deriv (by ring)
  exact (h.exp.const_mul (g i)).congr_deriv (by simp only [weight]; ring)
```

`HasDerivAt f f' T` says that `f` is differentiable at `T` with derivative `f'`. The inner statement `h` differentiates the exponent by the quotient rule, and `h.exp.const_mul (g i)` adds the exponential and the constant factor.

Now write $N = \sum_i w_i A_i$, so that $\langle A\rangle = N/Z$. Differentiating term by term,

$$N' = \frac{1}{T^2}\sum_i w_i E_i A_i, \qquad Z' = \frac{1}{T^2}\sum_i w_i E_i,$$

and the quotient rule yields

$$\frac{d\langle A\rangle}{dT} = \frac{N'}{Z} - \frac{N}{Z}\,\frac{Z'}{Z} = \frac{\langle EA\rangle - \langle E\rangle\langle A\rangle}{T^2}.$$

```lean
/-- For positive degeneracies and `T > 0`, the temperature derivative of the thermal mean of
`A` is the covariance of energy and `A` divided by `T ^ 2`. With `A` the volume, this is the
configurational thermal expansion. -/
theorem hasDerivAt_mean [Nonempty ι] {g : ι → ℝ} (hg : ∀ i, 0 < g i) {T : ℝ} (hT : 0 < T)
    (E A : ι → ℝ) :
    HasDerivAt (mean g E A)
      ((mean g E (fun i => E i * A i) T - mean g E E T * mean g E A T) / T ^ 2) T := by
  have hZ := (partition_pos hg E T).ne'
  -- derivatives of the numerator and of the partition function
  have hN : HasDerivAt (fun t => ∑ i, weight g E t i * A i)
      (∑ i, weight g E T i * (E i / T ^ 2) * A i) T :=
    HasDerivAt.fun_sum fun i _ => (hasDerivAt_weight g E hT i).mul_const (A i)
  have hS : HasDerivAt (fun t => ∑ i, weight g E t i)
      (∑ i, weight g E T i * (E i / T ^ 2)) T :=
    HasDerivAt.fun_sum fun i _ => hasDerivAt_weight g E hT i
  have hP : HasDerivAt (fun t => partition g E t)
      (∑ i, weight g E T i * (E i / T ^ 2)) T := hS
  have e1 : ∑ i, weight g E T i * (E i / T ^ 2) * A i
      = (∑ i, weight g E T i * (E i * A i)) / T ^ 2 := by
    rw [Finset.sum_div]
    exact Finset.sum_congr rfl fun i _ => by ring
  have e2 : ∑ i, weight g E T i * (E i / T ^ 2)
      = (∑ i, weight g E T i * E i) / T ^ 2 := by
    rw [Finset.sum_div]
    exact Finset.sum_congr rfl fun i _ => by ring
  -- the quotient rule assembles the covariance
  refine (hN.fun_div hP hZ).congr_deriv ?_
  rw [e1, e2]
  simp only [mean]
  generalize ∑ i, weight g E T i * (E i * A i) = a
  generalize ∑ i, weight g E T i * E i = b
  generalize ∑ i, weight g E T i * A i = c
  field_simp
```

The theorem holds for any temperature-independent `A`. For $A = V$ it gives $d\langle V\rangle/dT$, which is not yet divided by the volume as in the usual expansion coefficient; when the mean volume is positive, the two have the same sign. For $A = E$ it gives the heat capacity as an energy variance over $T^2$.

In the proof, `hN` and `hP` are the derivatives of numerator and partition function, and `e1` and `e2` take the factor $1/T^2$ out of the sums. `fun_div` is the quotient rule. The three remaining sums are then renamed `a`, `b` and `c`, which leaves an identity between fractions for `field_simp`.

## A sum over pairs of configurations

The covariance does not show its sign directly. A sum over pairs does. Expand

$$(E_i - E_j)(V_i - V_j) = E_iV_i + E_jV_j - E_iV_j - E_jV_i,$$

multiply by $w_iw_j$ and sum over both indices. The first two terms each give $Z\sum_i w_iE_iV_i$, and the last two each give $-\left(\sum_i w_iE_i\right)\left(\sum_i w_iV_i\right)$. Hence

$$\sum_{i,j} w_iw_j(E_i-E_j)(V_i-V_j) = 2\Big[Z\sum_i w_iE_iV_i - \Big(\sum_i w_iE_i\Big)\Big(\sum_i w_iV_i\Big)\Big].$$

```lean
/-- The sum over pairs of weighted products of differences is twice the unnormalised
covariance. -/
theorem pair_sum (w E V : ι → ℝ) :
    ∑ i, ∑ j, w i * w j * ((E i - E j) * (V i - V j))
      = 2 * ((∑ i, w i) * (∑ i, w i * (E i * V i))
          - (∑ i, w i * E i) * (∑ i, w i * V i)) := by
  have h : ∀ i j, w i * w j * ((E i - E j) * (V i - V j))
      = w i * (E i * V i) * w j + w i * (w j * (E j * V j))
        - w i * E i * (w j * V j) - w i * V i * (w j * E j) := fun i j => by ring
  simp_rw [h, Finset.sum_sub_distrib, Finset.sum_add_distrib, ← Finset.mul_sum,
    ← Finset.sum_mul]
  ring
```

This is pure algebra, valid for any real numbers `w i`. The proof follows the expansion: `h` splits the summand into four products, and `simp_rw` separates the double sums into products of single ones.

The bracket equals $Z^2\left(\langle EV\rangle - \langle E\rangle\langle V\rangle\right)$. Dividing by $2Z^2T^2$ gives

$$\frac{d\langle V\rangle}{dT} = \frac{1}{2T^2}\sum_{i,j} p_ip_j(E_i-E_j)(V_i-V_j).$$

```lean
/-- For positive degeneracies and `T > 0`, the temperature derivative of the mean of `V` is the sum
over ordered pairs of configurations of the product of their two Boltzmann weights, their energy
difference and their difference in `V`, divided by `2 * partition g E T ^ 2 * T ^ 2`. -/
theorem deriv_mean_eq_pairs [Nonempty ι] {g : ι → ℝ} (hg : ∀ i, 0 < g i) {T : ℝ}
    (hT : 0 < T) (E V : ι → ℝ) :
    deriv (mean g E V) T
      = (∑ i, ∑ j, weight g E T i * weight g E T j * ((E i - E j) * (V i - V j)))
        / (2 * partition g E T ^ 2 * T ^ 2) := by
  have hZ := (partition_pos hg E T).ne'
  have hp : ∑ i, weight g E T i = partition g E T := rfl
  rw [(hasDerivAt_mean hg hT E V).deriv, pair_sum (weight g E T) E V, hp]
  simp only [mean]
  generalize ∑ i, weight g E T i * (E i * V i) = a
  generalize ∑ i, weight g E T i * E i = b
  generalize ∑ i, weight g E T i * V i = c
  field_simp
```

Here `deriv (mean g E V) T` denotes $d\langle V\rangle/dT$, and the previous derivative theorem supplies its value. The sum runs over ordered pairs, so each pair of distinct configurations is counted twice and the diagonal contributes zero.

## What contraction requires

Suppose that no configuration has higher energy and smaller volume than another. Then $E_i < E_j$ always implies $V_i \le V_j$. In every pair the two differences have the same sign or one of them vanishes, so

$$(E_i-E_j)(V_i-V_j) \ge 0.$$

All weights are positive, so the pair sum is nonnegative and $d\langle V\rangle/dT \ge 0$. A negative derivative therefore requires a pair with $E_i < E_j$ and $V_j < V_i$.

```lean
/-- For positive degeneracies and `T > 0`, if the mean volume shrinks on heating, then some
configuration has higher energy and smaller volume than another one. -/
theorem exists_smaller_excited_of_contraction [Nonempty ι] {g : ι → ℝ} (hg : ∀ i, 0 < g i)
    {T : ℝ} (hT : 0 < T) (E V : ι → ℝ) (h : deriv (mean g E V) T < 0) :
    ∃ i j, E i < E j ∧ V j < V i := by
  by_contra hn
  have hmono : ∀ i j, E i < E j → V i ≤ V j := fun i j hE =>
    le_of_not_gt fun hV => hn ⟨i, j, hE, hV⟩
  have hw : ∀ i, 0 < weight g E T i := fun i => mul_pos (hg i) (Real.exp_pos _)
  -- otherwise every pair contributes a nonnegative amount
  have hpair : ∀ i j, 0 ≤ (E i - E j) * (V i - V j) := by
    intro i j
    rcases lt_trichotomy (E i) (E j) with hE | hE | hE
    · exact mul_nonneg_of_nonpos_of_nonpos (by linarith) (by linarith [hmono i j hE])
    · simp [hE]
    · exact mul_nonneg (by linarith) (by linarith [hmono j i hE])
  rw [deriv_mean_eq_pairs hg hT] at h
  refine absurd h (not_lt_of_ge (div_nonneg ?_ (by positivity)))
  exact Finset.sum_nonneg fun i _ => Finset.sum_nonneg fun j _ =>
    mul_nonneg (mul_pos (hw i) (hw j)).le (hpair i j)
```

The hypothesis `h` is contraction at a single temperature `T`. The conclusion is about energies and volumes alone, and configuration `i` need not be the ground configuration. The proof assumes the contrary, records it as `hmono`, and obtains the sign of each pair in `hpair` by comparing the two energies in three cases.

When energies and volumes of a finite set of configurations have been computed from electronic structure, this gives a quick test within the fixed-energy model: if the volume never decreases as the energy rises, the configurational part cannot produce contraction.

## Two configurations

With labels $0$ and $1$, the ordered pairs $(0,1)$ and $(1,0)$ contribute equally and cancel the factor $\tfrac12$:

$$\frac{d\langle V\rangle}{dT} = \frac{p_0p_1(E_1-E_0)(V_1-V_0)}{T^2}.$$

```lean
/-- Thermal expansion of a two-configuration system with positive degeneracies at `T > 0`, in
terms of its energy and volume differences. -/
theorem deriv_mean_two {g : Fin 2 → ℝ} (hg : ∀ i, 0 < g i) {T : ℝ} (hT : 0 < T)
    (E V : Fin 2 → ℝ) :
    deriv (mean g E V) T
      = weight g E T 0 * weight g E T 1 * (E 1 - E 0) * (V 1 - V 0)
        / (partition g E T ^ 2 * T ^ 2) := by
  have hZ := partition_pos hg E T
  rw [deriv_mean_eq_pairs hg hT, div_eq_div_iff (by positivity) (by positivity)]
  simp only [Fin.sum_univ_two]
  ring
```

`Fin 2` is the type with elements `0` and `1`. The proof clears the denominators, writes out the double sum and compares the two sides.

If $E_0 < E_1$, every factor except $V_1 - V_0$ is positive. The derivative is therefore negative exactly when $V_1 < V_0$.

```lean
/-- Two configurations with positive degeneracies and `E 0 < E 1`: at any `T > 0` the mean
volume shrinks on heating exactly when the excited configuration has the smaller volume. -/
theorem contraction_iff_smaller_excited {g : Fin 2 → ℝ} (hg : ∀ i, 0 < g i) {T : ℝ}
    (hT : 0 < T) (E V : Fin 2 → ℝ) (hE : E 0 < E 1) :
    deriv (mean g E V) T < 0 ↔ V 1 < V 0 := by
  have hZ := partition_pos hg E T
  have hw : ∀ i, 0 < weight g E T i := fun i => mul_pos (hg i) (Real.exp_pos _)
  have hc : 0 < weight g E T 0 * weight g E T 1 * (E 1 - E 0) :=
    mul_pos (mul_pos (hw 0) (hw 1)) (sub_pos.mpr hE)
  have hD : 0 < partition g E T ^ 2 * T ^ 2 := by positivity
  rw [deriv_mean_two hg hT, div_lt_iff₀ hD, zero_mul]
  constructor
  · intro h
    by_contra hn
    have := mul_nonneg hc.le (sub_nonneg.mpr (not_lt.mp hn))
    linarith
  · intro h
    exact mul_neg_of_pos_of_neg hc (sub_neg.mpr h)
```

In the proof `hc` and `hD` are the positive prefactor and denominator, and the two directions of the equivalence are sign arguments for a product. The temperature does not enter the criterion: a two-configuration system that contracts at one positive temperature contracts at all of them.

The size of the effect does depend on temperature. With $\Delta = E_1 - E_0 > 0$,

$$p_0p_1 = \frac{g_0g_1e^{-\Delta/T}}{\left(g_0+g_1e^{-\Delta/T}\right)^2}.$$

As $T \to 0^+$ the exponential suppresses the derivative faster than $1/T^2$ can grow. As $T \to \infty$ the populations approach constants and the derivative falls off as $1/T^2$. The configurational contribution thus vanishes at both ends, and its magnitude is largest at some temperature in between if the volumes differ. These limits are argued here in prose only.

The strict inequality $E_0 < E_1$ matters. Take $E_0 = E_1 = 0$, $g_0 = g_1 = 1$, $V_0 = 2$ and $V_1 = 1$. The mean volume is $\tfrac32$ at every temperature and its derivative is zero, although $V_1 < V_0$. Assuming only $E_0 \le E_1$ would not give the equivalence.

## Three configurations that expand all the same

With more configurations, one smaller excited configuration can be outweighed by a larger one. Take degeneracies one, energies $0, 1, 1$ and volumes $1, 0, 3$. The volumes are measured from a common positive reference volume, since a true volume of zero would be unphysical; adding the same constant to all volumes leaves their differences, and so the derivative, unchanged. Configuration $1$ lies above configuration $0$ and is smaller, so the necessary condition for contraction is met. The three products $(E_i-E_j)(V_i-V_j)$ are

- $(0-1)(1-0) = -1$ for the pair $0,1$,
- $(0-1)(1-3) = 2$ for the pair $0,2$,
- $(1-1)(0-3) = 0$ for the pair $1,2$.

The two excited configurations have equal energy and degeneracy, so $w_2 = w_1$. The sum over ordered pairs is $2(-w_0w_1 + 2w_0w_2) = 2w_0w_1$, and

$$\frac{d\langle V\rangle}{dT} = \frac{p_0p_1}{T^2} = \frac{e^{-1/T}}{T^2\left(1+2e^{-1/T}\right)^2} > 0$$

at every $T > 0$.

```lean
/-- Three configurations of degeneracy one with energies 0, 1, 1 and volumes 1, 0, 3 expand on
heating at every `T > 0`, although the second has higher energy and smaller volume than the
first. -/
theorem expansion_despite_smaller_excited {T : ℝ} (hT : 0 < T) :
    0 < deriv (mean (fun _ : Fin 3 => (1 : ℝ)) ![0, 1, 1] ![1, 0, 3]) T := by
  have hg : ∀ i : Fin 3, 0 < (fun _ : Fin 3 => (1 : ℝ)) i := fun _ => one_pos
  have hZ := partition_pos hg ![0, 1, 1] T
  have hw : ∀ i, 0 < weight (fun _ : Fin 3 => (1 : ℝ)) ![0, 1, 1] T i :=
    fun i => mul_pos (hg i) (Real.exp_pos _)
  -- the two excited configurations are equally populated
  have key : ∀ w : Fin 3 → ℝ, w 2 = w 1 →
      ∑ i, ∑ j, w i * w j * (((![0, 1, 1] : Fin 3 → ℝ) i - (![0, 1, 1] : Fin 3 → ℝ) j)
        * ((![1, 0, 3] : Fin 3 → ℝ) i - (![1, 0, 3] : Fin 3 → ℝ) j))
        = 2 * (w 0 * w 1) := by
    intro w h
    simp only [Fin.sum_univ_three, h, Matrix.cons_val]
    ring
  rw [deriv_mean_eq_pairs hg hT, key _ (by simp [weight])]
  exact div_pos (mul_pos two_pos (mul_pos (hw 0) (hw 1))) (by positivity)

end

end ConfigurationalThermalExpansion
```

```lean
#print axioms ConfigurationalThermalExpansion.exists_smaller_excited_of_contraction
#print axioms ConfigurationalThermalExpansion.contraction_iff_smaller_excited
#print axioms ConfigurationalThermalExpansion.expansion_despite_smaller_excited
```

```
'ConfigurationalThermalExpansion.exists_smaller_excited_of_contraction' depends on axioms: [propext, Classical.choice, Quot.sound]
'ConfigurationalThermalExpansion.contraction_iff_smaller_excited' depends on axioms: [propext, Classical.choice, Quot.sound]
'ConfigurationalThermalExpansion.expansion_despite_smaller_excited' depends on axioms: [propext, Classical.choice, Quot.sound]
```

The lists `![0, 1, 1]` and `![1, 0, 3]` hold the energies and volumes for labels `0`, `1` and `2`. The statement `key` evaluates the pair sum for any weights with `w 2 = w 1`, and `simp [weight]` confirms that the Boltzmann weights have this property. What heating populates here is the pair of excited configurations together, whose average volume $\tfrac32$ exceeds the ground configuration's volume of $1$.
